# A short coupled recursion gives orthogonal Krylov vectors for an isometry

Take a two-level system whose propagator over one period is U = diag(1, i), and start from the vector x₀ = y₀ = (1, 1). The overlap of y₀ with Ux₀ = (1, i), divided by ‖y₀‖² = 2, is a₀ = (1 + i)/2. Subtract from each of the two vectors its projection along the other:

x₁ = Ux₀ − a₀y₀ = ((1 − i)/2, (−1 + i)/2)

y₁ = y₀ − conj(a₀)Ux₀ = ((1 + i)/2, (1 − i)/2)

Then x₁ is orthogonal to x₀, and both new vectors have squared norm 1 = (1 − |a₀|²) · 2. The next coefficient is a₁ = −i, of modulus 1, and x₂ = 0: two dimensions have no room for a third orthogonal direction.

The general problem is to find an orthogonal basis for the space spanned by the stroboscopic states v, Uv, U²v, … without orthogonalising each new vector against all earlier ones. The recursion uses only the current pair:

aₖ = ⟨yₖ, Uxₖ⟩ / ⟨yₖ, yₖ⟩

xₖ₊₁ = Uxₖ − aₖyₖ

yₖ₊₁ = yₖ − conj(aₖ)Uxₖ

For an isolated driven quantum system with a fixed, norm-preserving one-period propagator, such a basis can be used to approximate eigenphases.

## The recursion and its Krylov spaces

The states live in a complex inner product space `E`, of finite or infinite dimension. The inner product is conjugate-linear in its first argument.

In Lean 4 with Mathlib:

```lean
import Mathlib

open scoped InnerProductSpace ComplexConjugate

namespace IsometricArnoldi

variable {E : Type*} [NormedAddCommGroup E] [InnerProductSpace ℂ E]
```

The map `U : E →ₗᵢ[ℂ] E` is linear and preserves norms. Every unitary operator is of this kind, but `U` need not be surjective. The predicate `IsRun` collects the common start, the two updates and the coefficient condition

aₖ⟨yₖ, yₖ⟩ = ⟨yₖ, Uxₖ⟩.

This condition says that aₖyₖ is the orthogonal projection of Uxₖ along yₖ. It fixes aₖ while yₖ ≠ 0 and leaves it free afterwards.

The vectors are not normalised. Textbook versions often normalise them and call the coefficients Schur parameters, with varying conventions for sign and conjugation. Since ‖xₖ‖ = ‖yₖ‖, as shown below, aₖ is also the overlap of the normalised yₖ with U applied to the normalised xₖ.

```lean
/-- A run of the isometric Arnoldi process for an isometry `U`: two sequences with a common
start, updated by a short coupled recursion. The coefficient `a k` is the quotient
`⟪y k, U (x k)⟫ / ⟪y k, y k⟫` while `y k ≠ 0`, and is left free when `y k = 0`. -/
structure IsRun (U : E →ₗᵢ[ℂ] E) (x y : ℕ → E) (a : ℕ → ℂ) : Prop where
  start : x 0 = y 0
  coeff : ∀ k, a k * ⟪y k, y k⟫_ℂ = ⟪y k, U (x k)⟫_ℂ
  step_x : ∀ k, x (k + 1) = U (x k) - a k • y k
  step_y : ∀ k, y (k + 1) = y k - conj (a k) • U (x k)
```

The n-th Krylov space contains the combinations of v, Uv, …, Uⁿ⁻¹v. For n = 0 it is the zero space.

```lean
/-- The `n`-th Krylov space of `U` and `v`, spanned by `v, U v, …, U^(n-1) v`. -/
def krylov (U : E →ₗᵢ[ℂ] E) (v : E) (n : ℕ) : Submodule ℂ E :=
  Submodule.span ℂ ((fun j => U^[j] v) '' Set.Iio n)
```

The coefficient and the updates can also be written as an explicit computation on pairs.

```lean
/-- The coefficient computed from a current pair `(x, y)`, for `y ≠ 0`. -/
noncomputable def ratio (U : E →ₗᵢ[ℂ] E) (p : E × E) : ℂ :=
  ⟪p.2, U p.1⟫_ℂ / ⟪p.2, p.2⟫_ℂ

/-- The pair `(x k, y k)` computed by the recursion from the start vector `v`. -/
noncomputable def iter (U : E →ₗᵢ[ℂ] E) (v : E) : ℕ → E × E
  | 0 => (v, v)
  | k + 1 => (U (iter U v k).1 - ratio U (iter U v k) • (iter U v k).2,
      (iter U v k).2 - conj (ratio U (iter U v k)) • U (iter U v k).1)
```

This computation satisfies `IsRun` for every isometry and every start vector, so the conditions describe a process that exists. If yₖ = 0, both sides of the coefficient condition vanish; otherwise, multiplying the quotient by its denominator gives the condition.

```lean
/-- For every isometry and every start vector, the explicit recursion is a run of the
isometric Arnoldi process. -/
theorem isRun_witness (U : E →ₗᵢ[ℂ] E) (v : E) :
    IsRun U (fun k => (iter U v k).1) (fun k => (iter U v k).2)
      (fun k => ratio U (iter U v k)) where
  start := rfl
  coeff k := by
    by_cases h : (iter U v k).2 = 0
    · simp [h]
    · exact div_mul_cancel₀ _ (inner_self_ne_zero.mpr h)
  step_x _ := rfl
  step_y _ := rfl
```

## Projection in both directions

Let c⟨v, v⟩ = ⟨v, u⟩. Then

⟨v, u − cv⟩ = ⟨v, u⟩ − c⟨v, v⟩ = 0.

Thus u = (u − cv) + cv is an orthogonal decomposition, and Pythagoras gives

‖u − cv‖² = ‖u‖² − |c|²‖v‖².

In the proof, `h0` is the orthogonality and `norm_add_sq` supplies the expansion, whose cross term vanishes by `h1`.

```lean
/-- Subtracting from `u` its projection `c • v` along `v` leaves a residual orthogonal to `v`,
and the squared norm drops by that of the projection. -/
theorem residual {u v : E} {c : ℂ} (h : c * ⟪v, v⟫_ℂ = ⟪v, u⟫_ℂ) :
    ⟪v, u - c • v⟫_ℂ = 0 ∧ ‖u - c • v‖ ^ 2 = ‖u‖ ^ 2 - ‖c‖ ^ 2 * ‖v‖ ^ 2 := by
  have h0 : ⟪v, u - c • v⟫_ℂ = 0 := by
    rw [inner_sub_right, inner_smul_right, h, sub_self]
  refine ⟨h0, ?_⟩
  have h1 : ⟪u - c • v, c • v⟫_ℂ = 0 := by
    rw [inner_smul_right, inner_eq_zero_symm.mp h0, mul_zero]
  -- Pythagoras for `u = (u - c • v) + c • v`
  have h2 := norm_add_sq (𝕜 := ℂ) (u - c • v) (c • v)
  rw [sub_add_cancel, h1, norm_smul, mul_pow] at h2
  simp only [map_zero, mul_zero, add_zero] at h2
  linarith
```

If also ‖u‖ = ‖v‖, the same number serves the reverse projection after conjugation:

conj(c)⟨u, u⟩ = conj(c⟨v, v⟩) = conj(⟨v, u⟩) = ⟨u, v⟩.

```lean
/-- If `u` and `v` have equal norm and `c • v` is the projection of `u` along `v`, then `conj c • u`
is the projection of `v` along `u`. -/
theorem dual_coeff {u v : E} {c : ℂ} (huv : ‖u‖ = ‖v‖) (h : c * ⟪v, v⟫_ℂ = ⟪v, u⟫_ℂ) :
    conj c * ⟪u, u⟫_ℂ = ⟪u, v⟫_ℂ := by
  have hs : ⟪u, u⟫_ℂ = ⟪v, v⟫_ℂ := by
    rw [inner_self_eq_norm_sq_to_K, inner_self_eq_norm_sq_to_K, huv]
  rw [← inner_conj_symm u v, ← h, map_mul, inner_conj_symm, hs]
```

Apply both facts with u = Uxₖ and v = yₖ. If ‖xₖ‖ = ‖yₖ‖, then ‖Uxₖ‖ = ‖yₖ‖ because U preserves norms, and the two residuals satisfy

‖xₖ₊₁‖² = (1 − |aₖ|²)‖yₖ‖² = ‖yₖ₊₁‖².

The norms agree at k = 0 by the common start, so induction gives equality at every step.

```lean
variable {U : E →ₗᵢ[ℂ] E} {x y : ℕ → E} {a : ℕ → ℂ}

/-- The two vectors of each step have the same norm. -/
theorem norm_eq (hr : IsRun U x y a) (k : ℕ) : ‖x k‖ = ‖y k‖ := by
  induction k with
  | zero => rw [hr.start]
  | succ k ih =>
    have hn : ‖U (x k)‖ = ‖y k‖ := by rw [U.norm_map, ih]
    have h1 := (residual (hr.coeff k)).2
    have h2 := (residual (dual_coeff hn (hr.coeff k))).2
    rw [← hr.step_x, hn] at h1
    rw [← hr.step_y, hn, RCLike.norm_conj] at h2
    exact (sq_eq_sq₀ (norm_nonneg _) (norm_nonneg _)).mp (h1.trans h2.symm)
```

## Orthogonality to the whole past

The induction carries two statements together. Suppose that for all j < k

⟨xⱼ, xₖ⟩ = 0 and ⟨Uxⱼ, yₖ⟩ = 0.

First, since U preserves inner products, for j < k

⟨Uxⱼ, xₖ₊₁⟩ = ⟨xⱼ, xₖ⟩ − aₖ⟨Uxⱼ, yₖ⟩ = 0.

This is `hU`. Second, xₖ₊₁ is orthogonal to yₖ, being a projection residual. Solving the y-update backwards gives yⱼ = yⱼ₊₁ + conj(aⱼ)Uxⱼ, hence

⟨yⱼ, xₖ₊₁⟩ = ⟨yⱼ₊₁, xₖ₊₁⟩ + aⱼ⟨Uxⱼ, xₖ₊₁⟩ = 0,

descending from j = k to j = 0. This is `hy`, an inner induction on the distance `d` = k − j.

Third, xₖ₊₁ is orthogonal to x₀ because x₀ = y₀, and for i < k

⟨xᵢ₊₁, xₖ₊₁⟩ = ⟨Uxᵢ, xₖ₊₁⟩ − conj(aᵢ)⟨yᵢ, xₖ₊₁⟩ = 0.

It remains to renew the statement about y. For j < k,

⟨Uxⱼ, yₖ₊₁⟩ = ⟨Uxⱼ, yₖ⟩ − conj(aₖ)⟨xⱼ, xₖ⟩ = 0,

and for j = k the reverse projection gives ⟨Uxₖ, yₖ₊₁⟩ = 0.

```lean
/-- Each `x k` is orthogonal to all earlier `x j`, and each `y k` is orthogonal to the images
`U (x j)` of all earlier `x j`. -/
theorem orthogonal_earlier (hr : IsRun U x y a) (k : ℕ) :
    ∀ j < k, ⟪x j, x k⟫_ℂ = 0 ∧ ⟪U (x j), y k⟫_ℂ = 0 := by
  induction k with
  | zero => intro j hj; omega
  | succ k ih =>
    have hU : ∀ j < k, ⟪U (x j), x (k + 1)⟫_ℂ = 0 := by
      intro j hj
      rw [hr.step_x, inner_sub_right, inner_smul_right, U.inner_map_map,
        (ih j hj).1, (ih j hj).2, mul_zero, sub_zero]
    -- solve the update of `y` backwards, from `y k` down to `y 0`
    have hy : ∀ d j, j + d = k → ⟪y j, x (k + 1)⟫_ℂ = 0 := by
      intro d
      induction d with
      | zero =>
        intro j hj
        obtain rfl : j = k := by omega
        rw [hr.step_x]
        exact (residual (hr.coeff j)).1
      | succ d ihd =>
        intro j hj
        have e : y j = y (j + 1) + conj (a j) • U (x j) := by
          rw [hr.step_y, sub_add_cancel]
        rw [e, inner_add_left, inner_smul_left, ihd (j + 1) (by omega),
          hU j (by omega), mul_zero, add_zero]
    intro j hj
    constructor
    · cases j with
      | zero => rw [hr.start]; exact hy k 0 (by omega)
      | succ i =>
        rw [hr.step_x i, inner_sub_left, inner_smul_left, hU i (by omega),
          hy (k - i) i (by omega), mul_zero, sub_zero]
    · rw [hr.step_y]
      rcases Nat.lt_succ_iff_lt_or_eq.mp hj with h | rfl
      · rw [inner_sub_right, inner_smul_right, U.inner_map_map,
          (ih j h).1, (ih j h).2, mul_zero, sub_zero]
      · exact (residual (dual_coeff (by rw [U.norm_map, norm_eq hr]) (hr.coeff j))).1
```

The main theorem follows. For i ≠ j, one index is the earlier one, and symmetry of orthogonality covers both orders. The norm law combines the residual formula with ‖Uxₖ‖ = ‖xₖ‖ = ‖yₖ‖:

‖xₖ₊₁‖² = (1 − |aₖ|²)‖xₖ‖².

Both statements hold for all indices, including those after a zero vector has appeared. From then on both sequences stay at zero, and the free coefficients do no harm.

```lean
/-- In the isometric Arnoldi process the vectors `x k` are mutually orthogonal, and each step
multiplies the squared norm by `1 - |a k|²`. -/
theorem isometric_arnoldi (hr : IsRun U x y a) :
    (∀ i j, i ≠ j → ⟪x i, x j⟫_ℂ = 0) ∧
      ∀ k, ‖x (k + 1)‖ ^ 2 = (1 - ‖a k‖ ^ 2) * ‖x k‖ ^ 2 := by
  constructor
  · intro i j hij
    rcases lt_or_gt_of_ne hij with h | h
    · exact (orthogonal_earlier hr j i h).1
    · exact inner_eq_zero_symm.mp (orthogonal_earlier hr i j h).1
  · intro k
    rw [hr.step_x, (residual (hr.coeff k)).2, U.norm_map, ← norm_eq hr]
    ring
```

Preservation of norms is essential here. On ℂ² with basis e₁, e₂, let A be the linear map with Ae₁ = e₁ + e₂ and Ae₂ = e₁, used in place of U. Starting from x₀ = y₀ = e₁, the recursion gives

a₀ = 1, x₁ = e₂, y₁ = −e₂

a₁ = 0, x₂ = e₁ = x₀.

Orthogonality fails, and so does the norm law at the first step, which would require x₁ = 0. Since A is self-adjoint and invertible, those two properties together do not suffice.

## When the next vector vanishes

Let xₖ ≠ 0. The left side of the norm law is non-negative and ‖xₖ‖² is positive, so 1 − |aₖ|² ≥ 0, that is, |aₖ| ≤ 1. The left side is zero exactly when |aₖ| = 1. In the two-level example this happens at k = 1.

```lean
/-- While `x k` is nonzero, the coefficient satisfies `|a k| ≤ 1`, and the next vector vanishes
exactly when `|a k| = 1`. -/
theorem breakdown_iff (hr : IsRun U x y a) {k : ℕ} (hx : x k ≠ 0) :
    ‖a k‖ ≤ 1 ∧ (x (k + 1) = 0 ↔ ‖a k‖ = 1) := by
  have h := (isometric_arnoldi hr).2 k
  have hp : 0 < ‖x k‖ ^ 2 := pow_pos (norm_pos_iff.mpr hx) 2
  have h1 : 0 ≤ 1 - ‖a k‖ ^ 2 := by
    by_contra hn
    have := mul_neg_of_neg_of_pos (not_le.mp hn) hp
    linarith [sq_nonneg ‖x (k + 1)‖]
  refine ⟨by nlinarith [norm_nonneg (a k)], fun h0 => ?_, fun ha => ?_⟩
  · rw [h0, norm_zero, zero_pow two_ne_zero] at h
    have h2 := (mul_eq_zero.mp h.symm).resolve_right hp.ne'
    exact (sq_eq_sq₀ (norm_nonneg _) zero_le_one).mp (by linarith)
  · rw [ha, one_pow, sub_self, zero_mul] at h
    exact norm_eq_zero.mp (pow_eq_zero_iff two_ne_zero |>.mp h)
```

## The same space as the stroboscopic states

Applying U to a combination of v, …, Uⁿ⁻¹v gives a combination of Uv, …, Uⁿv, which lies in the next Krylov space. The proof checks this on the generators and extends it through sums and scalar multiples.

```lean
/-- Applying `U` to a vector of a Krylov space gives a vector of the next one. -/
theorem map_mem_krylov {v w : E} {n : ℕ} (hw : w ∈ krylov U v n) :
    U w ∈ krylov U v (n + 1) := by
  unfold krylov at hw
  induction hw using Submodule.span_induction with
  | mem w hw =>
    obtain ⟨j, hj, rfl⟩ := hw
    exact Submodule.subset_span
      ⟨j + 1, Nat.succ_lt_succ hj, Function.iterate_succ_apply' U j v⟩
  | zero => rw [map_zero]; exact Submodule.zero_mem _
  | add u w _ _ hu hw => rw [map_add]; exact Submodule.add_mem _ hu hw
  | smul c u _ hu => rw [map_smul]; exact Submodule.smul_mem _ c hu
```

Write Kₙ for the n-th Krylov space of x₀. By induction, xₖ and yₖ lie in Kₖ₊₁: the updates only apply U once and form combinations. The leading term of xₖ is Uᵏx₀ with coefficient 1, because

xₖ₊₁ − Uᵏ⁺¹x₀ = U(xₖ − Uᵏx₀) − aₖyₖ.

If xₖ − Uᵏx₀ lies in Kₖ, both terms on the right lie in Kₖ₊₁. At k = 0 the difference is zero.

```lean
/-- The vectors `x k` and `y k` lie in the Krylov space of order `k + 1`, and `x k` differs from
`U^k (x 0)` by a vector of the Krylov space of order `k`. -/
theorem mem_krylov (hr : IsRun U x y a) (k : ℕ) :
    x k ∈ krylov U (x 0) (k + 1) ∧ y k ∈ krylov U (x 0) (k + 1) ∧
      x k - U^[k] (x 0) ∈ krylov U (x 0) k := by
  have up : ∀ n, krylov U (x 0) n ≤ krylov U (x 0) (n + 1) := fun n =>
    Submodule.span_mono (Set.image_mono (Set.Iio_subset_Iio (Nat.le_succ n)))
  induction k with
  | zero =>
    have h0 : x 0 ∈ krylov U (x 0) (0 + 1) :=
      Submodule.subset_span ⟨0, Nat.zero_lt_one, rfl⟩
    refine ⟨h0, hr.start ▸ h0, ?_⟩
    rw [Function.iterate_zero_apply, sub_self]
    exact Submodule.zero_mem _
  | succ k ih =>
    obtain ⟨hx, hy, hd⟩ := ih
    refine ⟨?_, ?_, ?_⟩
    · rw [hr.step_x]
      exact Submodule.sub_mem _ (map_mem_krylov hx) (Submodule.smul_mem _ _ (up _ hy))
    · rw [hr.step_y]
      exact Submodule.sub_mem _ (up _ hy) (Submodule.smul_mem _ _ (map_mem_krylov hx))
    · have e : x (k + 1) - U^[k + 1] (x 0) = U (x k - U^[k] (x 0)) - a k • y k := by
        rw [hr.step_x, Function.iterate_succ_apply', map_sub]
        abel
      rw [e]
      exact Submodule.sub_mem _ (map_mem_krylov hd) (Submodule.smul_mem _ _ hy)
```

Hence x₀, …, xₙ₋₁ span Kₙ. One inclusion is the membership just shown. For the other, each Uʲx₀ equals xⱼ minus a vector of Kⱼ, which induction on n has already placed in the span of the x vectors. The case n = 0 compares two zero spaces.

While the vectors are nonzero, dividing each by its norm turns them into an orthonormal basis of Kₙ. On a computer, rounding makes the updates hold only approximately, so the computed vectors no longer satisfy `IsRun`, and their loss of orthogonality needs a separate error analysis.

```lean
/-- The first `n` vectors `x k` span the `n`-th Krylov space of the start vector. -/
theorem span_eq_krylov (hr : IsRun U x y a) (n : ℕ) :
    Submodule.span ℂ (x '' Set.Iio n) = krylov U (x 0) n := by
  apply le_antisymm
  · rw [Submodule.span_le]
    rintro _ ⟨j, hj, rfl⟩
    exact Submodule.span_mono (Set.image_mono (Set.Iio_subset_Iio (Nat.succ_le_of_lt hj)))
      (mem_krylov hr j).1
  · induction n with
    | zero =>
      refine Submodule.span_le.mpr ?_
      rintro _ ⟨j, hj, rfl⟩
      exact absurd hj (Nat.not_lt_zero j)
    | succ n ih =>
      refine Submodule.span_le.mpr ?_
      rintro _ ⟨j, hj, rfl⟩
      -- `U^j (x 0)` is `x j` minus a vector of a smaller Krylov space
      have h1 : x j - U^[j] (x 0) ∈ krylov U (x 0) n :=
        Submodule.span_mono (Set.image_mono (Set.Iio_subset_Iio (Nat.le_of_lt_succ hj)))
          (mem_krylov hr j).2.2
      have h2 : x j - U^[j] (x 0) ∈ Submodule.span ℂ (x '' Set.Iio (n + 1)) :=
        Submodule.span_mono (Set.image_mono (Set.Iio_subset_Iio (Nat.le_succ n))) (ih h1)
      have h3 : x j ∈ Submodule.span ℂ (x '' Set.Iio (n + 1)) :=
        Submodule.subset_span ⟨j, hj, rfl⟩
      have h4 := Submodule.sub_mem _ h3 h2
      rw [sub_sub_cancel] at h4
      exact h4

end IsometricArnoldi
```

```lean
#print axioms IsometricArnoldi.breakdown_iff
#print axioms IsometricArnoldi.map_mem_krylov
#print axioms IsometricArnoldi.span_eq_krylov
```

```
'IsometricArnoldi.breakdown_iff' depends on axioms: [propext, Classical.choice, Quot.sound]
'IsometricArnoldi.map_mem_krylov' depends on axioms: [propext, Classical.choice, Quot.sound]
'IsometricArnoldi.span_eq_krylov' depends on axioms: [propext, Classical.choice, Quot.sound]
```
